# A 1/N bound on the mean squared error of self-normalized importance sampling for bounded observables on a finite set

A thermal average can be estimated from states drawn with the wrong probabilities by reweighting them. To state the mean squared error of such an estimate, we define an average over whole simulations. Here a simulation of $N$ independent draws is a single function $x$ from the draw labels $k=0,\dots,N-1$ to a finite set of states `ι`, and its probability is the product of the probabilities of its draws. Every expectation is then a finite sum, and no measure theory is needed.

The target probabilities are $p_i$, the sampling probabilities are $q_i$, and the observable is $f_i$, with $|f_i|\le M$. The wanted number is $\mu=\sum_i p_i f_i$.

```lean
import Mathlib

open Finset

namespace SelfNormalizedSampling

noncomputable section

variable {ι : Type*} [Fintype ι] {p q f : ι → ℝ} {M : ℝ} {N : ℕ}
```

For a quantity $F$ that depends on the whole simulation, `expect q F` is
$$E_N[F]=\sum_x\Big(\prod_k q_{x_k}\Big)F(x).$$

```lean
/-- For a probability distribution `q`, the expectation of `F` over `N` independent draws, each
distributed according to `q`. -/
def expect (q : ι → ℝ) (F : (Fin N → ι) → ℝ) : ℝ :=
  ∑ x, (∏ k, q (x k)) * F x
```

With weights $w_i=p_i/q_i$, the estimator is the ratio $r(x)=\sum_k w_{x_k}f_{x_k}\big/\sum_k w_{x_k}$.

```lean
/-- The self-normalized estimator `(∑ w f) / (∑ w)` with weights `w = p / q`, for samples
at which `q` and the total weight are nonzero. -/
def estimator (p q f : ι → ℝ) (x : Fin N → ι) : ℝ :=
  (∑ k, p (x k) / q (x k) * f (x k)) / ∑ k, p (x k) / q (x k)
```

## (a) Linearity of the expectation

Show that for real $a,b$
$$E_N[aF+bG]=a\,E_N[F]+b\,E_N[G].$$

**Solution.** Multiply $aF(x)+bG(x)$ by the probability of $x$, sum over $x$, and split the sum.

```lean
/-- The expectation over samples is linear. -/
theorem expect_linear (q : ι → ℝ) (a b : ℝ) (F G : (Fin N → ι) → ℝ) :
    expect q (fun x => a * F x + b * G x) = a * expect q F + b * expect q G := by
  unfold expect
  rw [Finset.mul_sum, Finset.mul_sum, ← Finset.sum_add_distrib]
  exact Finset.sum_congr rfl fun x _ => by ring
```

## (b) Splitting off the first draw

Show that
$$E_{N+1}[F]=\sum_i q_i\,E_N\big[F(i,x)\big],$$
where $(i,x)$ is the simulation with first draw $i$ followed by $x$.

**Solution.** Each simulation of $N+1$ draws is exactly one pair $(i,x)$, and its probability is $q_i\prod_k q_{x_k}$. Sum over $x$ first, then over $i$. In Lean the pair is `Fin.cons i x`, and `Fin.consEquiv` is the one-to-one correspondence.

```lean
/-- The expectation over `N + 1` draws is an average over the first draw of the expectation
over the remaining `N`. -/
theorem expect_succ (q : ι → ℝ) (F : (Fin (N + 1) → ι) → ℝ) :
    expect q F = ∑ i, q i * expect q (fun x : Fin N → ι => F (Fin.cons i x)) := by
  unfold expect
  rw [← (Fin.consEquiv (fun _ : Fin (N + 1) => ι)).sum_comp, Fintype.sum_prod_type]
  refine Finset.sum_congr rfl fun i _ => ?_
  rw [Finset.mul_sum]
  refine Finset.sum_congr rfl fun x _ => ?_
  simp [Fin.consEquiv, Fin.prod_univ_succ, mul_assoc]
```

## (c) Second moment of a sum about any point

Let $\sum_i q_i=1$, $m=\sum_i q_ih_i$ and $s=\sum_i q_ih_i^2$. Show that for every real $c$
$$E_N\Big[\Big(\sum_k h_{x_k}-c\Big)^2\Big]=N(s-m^2)+(Nm-c)^2.$$

**Solution.** Use induction on $N$. For $N=0$ there is one empty simulation, of probability 1, and both sides are $c^2$. For $N+1$ draws, a first draw $i$ replaces $c$ by $c-h_i$ for the others. By (b) and the induction hypothesis, the left side is
$$\sum_i q_i\big[N(s-m^2)+(Nm-c+h_i)^2\big]=N(s-m^2)+(Nm-c)^2+2(Nm-c)m+s.$$
Writing $s=(s-m^2)+m^2$ completes the square and gives $(N+1)(s-m^2)+((N+1)m-c)^2$.

Because $c$ shifts, the Lean induction is `generalizing c`. The step `s` in the code is this shift, not the second moment $s$ above, and `e` is the sum over $i$.

```lean
/-- If `q` sums to one, the mean squared distance of a sum of `N` independent terms from `c`
is `N` times the variance of one term plus the squared distance of the mean sum from `c`. -/
theorem expect_sum_sub_sq (hq : ∑ i, q i = 1) (h : ι → ℝ) (c : ℝ) :
    expect q (fun x : Fin N → ι => (∑ k, h (x k) - c) ^ 2) =
      N * (∑ i, q i * h i ^ 2 - (∑ i, q i * h i) ^ 2) + (N * ∑ i, q i * h i - c) ^ 2 := by
  induction N generalizing c with
  | zero => simp [expect]
  | succ n ih =>
    -- the first draw only shifts the reference point `c` for the others
    have s : ∀ (i : ι) (x : Fin n → ι),
        h i + ∑ k, h (x k) - c = ∑ k, h (x k) - (c - h i) := by
      intro i x; ring
    have e : ∀ a b : ℝ, ∑ i, q i * (a + (b - (c - h i)) ^ 2) =
        a + (b - c) ^ 2 + 2 * (b - c) * ∑ i, q i * h i + ∑ i, q i * h i ^ 2 := by
      intro a b
      have t : ∑ i, q i * (a + (b - (c - h i)) ^ 2) =
          ∑ i, ((a + (b - c) ^ 2) * q i + 2 * (b - c) * (q i * h i) + q i * h i ^ 2) :=
        Finset.sum_congr rfl fun i _ => by ring
      rw [t, Finset.sum_add_distrib, Finset.sum_add_distrib, ← Finset.mul_sum,
        ← Finset.mul_sum, hq, mul_one]
    rw [expect_succ]
    simp only [Fin.sum_univ_succ, Fin.cons_zero, Fin.cons_succ, s, ih]
    rw [e]
    push_cast
    ring
```

## (d) Error of a sample average

For $N\ge1$, with the same assumption on $q$, show that
$$E_N\Big[\Big(\frac1N\sum_k h_{x_k}-m\Big)^2\Big]=\frac{s-m^2}{N}.$$

**Solution.** The bracket is $\big(\sum_k h_{x_k}-Nm\big)^2/N^2$. Take $c=Nm$ in (c), so that the last term vanishes, and divide by $N^2$. The added term with coefficient 0 in the code only gives the expression the shape that (a) expects.

```lean
/-- If `q` sums to one and `N ≥ 1`, the mean squared error of the sample average of `h` is
the variance of `h` under `q` divided by `N`. -/
theorem sample_mean_error (hN : 1 ≤ N) (hq : ∑ i, q i = 1) (h : ι → ℝ) :
    expect q (fun x : Fin N → ι => ((∑ k, h (x k)) / N - ∑ i, q i * h i) ^ 2) =
      (∑ i, q i * h i ^ 2 - (∑ i, q i * h i) ^ 2) / N := by
  have hN0 : (N : ℝ) ≠ 0 := by exact_mod_cast (by omega : N ≠ 0)
  obtain ⟨m, hm⟩ : ∃ m, m = ∑ i, q i * h i := ⟨_, rfl⟩
  rw [← hm]
  have e : (fun x : Fin N → ι => ((∑ k, h (x k)) / N - m) ^ 2) =
      fun x => 1 / (N : ℝ) ^ 2 * (∑ k, h (x k) - N * m) ^ 2
        + 0 * (∑ k, h (x k) - N * m) ^ 2 := by
    funext x
    have d : (∑ k, h (x k)) / N - m = (∑ k, h (x k) - N * m) / N := by
      rw [sub_div, mul_div_cancel_left₀ _ hN0]
    rw [d, div_pow]
    ring
  rw [e, expect_linear, expect_sum_sub_sq hq, ← hm, zero_mul, add_zero, sub_self,
    zero_pow two_ne_zero, add_zero]
  field_simp
```

## (e) The estimator stays within the range of the observable

For $p_i,q_i>0$, $|f_i|\le M$ and $N\ge1$, show that $|r(x)|\le M$ for every simulation $x$.

**Solution.** All weights are positive, so $W=\sum_k w_{x_k}>0$, and
$$|r|\,W=\Big|\sum_k w_{x_k}f_{x_k}\Big|\le\sum_k w_{x_k}|f_{x_k}|\le M\,W.$$
Divide by $W$. The code bounds the sum by `Finset.abs_sum_le_sum_abs` and then compares term by term.

```lean
omit [Fintype ι] in
/-- For positive `p` and `q`, at least one draw and `|f| ≤ M`, the estimator is bounded
by `M` in absolute value. -/
theorem abs_estimator_le (hN : 1 ≤ N) (hp : ∀ i, 0 < p i) (hq : ∀ i, 0 < q i)
    (hf : ∀ i, |f i| ≤ M) (x : Fin N → ι) : |estimator p q f x| ≤ M := by
  have hw : ∀ k, 0 < p (x k) / q (x k) := fun k => div_pos (hp _) (hq _)
  have hW : 0 < ∑ k, p (x k) / q (x k) :=
    Finset.sum_pos (fun k _ => hw k) ⟨⟨0, hN⟩, Finset.mem_univ _⟩
  rw [estimator, abs_div, abs_of_pos hW, div_le_iff₀ hW, Finset.mul_sum]
  refine (Finset.abs_sum_le_sum_abs _ _).trans (Finset.sum_le_sum fun k _ => ?_)
  rw [abs_mul, abs_of_pos (hw k), mul_comm]
  exact mul_le_mul_of_nonneg_right (hf _) (hw k).le
```

## (f) The mean squared error

Now let $p$ and $q$ both sum to one. Positive $q$ means that the sampler can reach every state; positive $p$ holds for Boltzmann weights at nonzero temperature. Show that
$$E_N\big[(r-\mu)^2\big]\le\frac{4M^2}{N}\sum_i\frac{p_i^2}{q_i}.$$

**Solution.** Let $a=\frac1N\sum_k w_{x_k}f_{x_k}$ and $b=\frac1N\sum_k w_{x_k}$, so that $a=rb$. Then
$$r-\mu=(a-\mu)-r(b-1).$$
Since $(u-v)^2\le2u^2+2v^2$ and $r^2\le M^2$ by (e),
$$(r-\mu)^2\le2(a-\mu)^2+2M^2(b-1)^2.$$
Write $R=\sum_i p_i^2/q_i$ and $V=\sum_i q_i(w_if_i)^2=\sum_i f_i^2p_i^2/q_i\le M^2R$. The $q$-means of $w$ and $wf$ are $1$ and $\mu$, so (d) gives
$$E_N[(b-1)^2]=\frac{R-1}{N},\qquad E_N[(a-\mu)^2]=\frac{V-\mu^2}{N}.$$
Hence the error is at most $\big[2M^2(R-1)+2(M^2R-\mu^2)\big]/N\le4M^2R/N$.

In the code, `e1` to `e4` are the sums over states, `key` is the inequality for each $x$, `mono` averages it, and `fin` is the last estimate. The square given to `nlinarith` is $(u+v)^2=2u^2+2v^2-(u-v)^2$.

```lean
/-- For positive probabilities `p`, `q`, an observable with `|f| ≤ M` and `N ≥ 1` independent
draws from `q`, the self-normalized estimator of the `p`-mean of `f` has mean squared error
at most `(4 M ^ 2 / N) ∑ p ^ 2 / q`. -/
theorem mean_squared_error_le (hN : 1 ≤ N) (hp : ∀ i, 0 < p i) (hq : ∀ i, 0 < q i)
    (hp1 : ∑ i, p i = 1) (hq1 : ∑ i, q i = 1) (hf : ∀ i, |f i| ≤ M) :
    expect q (fun x : Fin N → ι => (estimator p q f x - ∑ i, p i * f i) ^ 2) ≤
      4 * M ^ 2 / N * ∑ i, p i ^ 2 / q i := by
  have e1 : ∑ i, q i * (p i / q i) = 1 := by
    rw [← hp1]
    exact Finset.sum_congr rfl fun i _ => by have := (hq i).ne'; field_simp
  have e2 : ∑ i, q i * (p i / q i * f i) = ∑ i, p i * f i :=
    Finset.sum_congr rfl fun i _ => by have := (hq i).ne'; field_simp
  have e3 : ∑ i, q i * (p i / q i) ^ 2 = ∑ i, p i ^ 2 / q i :=
    Finset.sum_congr rfl fun i _ => by have := (hq i).ne'; field_simp
  have e4 : ∑ i, q i * (p i / q i * f i) ^ 2 ≤ M ^ 2 * ∑ i, p i ^ 2 / q i := by
    rw [Finset.mul_sum]
    refine Finset.sum_le_sum fun i _ => ?_
    have e : q i * (p i / q i * f i) ^ 2 = f i ^ 2 * (p i ^ 2 / q i) := by
      have := (hq i).ne'
      field_simp
    rw [e]
    have hb := abs_le.mp (hf i)
    exact mul_le_mul_of_nonneg_right (sq_le_sq' hb.1 hb.2)
      (div_nonneg (sq_nonneg _) (hq i).le)
  -- errors of the sample averages of `w` and of `w f`
  have h1 := sample_mean_error hN hq1 (fun i => p i / q i)
  have h2 := sample_mean_error hN hq1 (fun i => p i / q i * f i)
  simp only [e1, e3] at h1
  simp only [e2] at h2
  -- the error of the ratio is controlled by these two errors, sample by sample
  have key : ∀ x : Fin N → ι, (estimator p q f x - ∑ i, p i * f i) ^ 2 ≤
      2 * M ^ 2 * ((∑ k, p (x k) / q (x k)) / N - 1) ^ 2 +
      2 * ((∑ k, p (x k) / q (x k) * f (x k)) / N - ∑ i, p i * f i) ^ 2 := by
    intro x
    have hW : 0 < ∑ k, p (x k) / q (x k) :=
      Finset.sum_pos (fun k _ => div_pos (hp _) (hq _)) ⟨⟨0, hN⟩, Finset.mem_univ _⟩
    have hr := abs_le.mp (abs_estimator_le hN hp hq hf x)
    have hA : estimator p q f x * ((∑ k, p (x k) / q (x k)) / N) =
        (∑ k, p (x k) / q (x k) * f (x k)) / N := by
      rw [estimator, ← mul_div_assoc, div_mul_cancel₀ _ hW.ne']
    have hr2 := mul_le_mul_of_nonneg_right (sq_le_sq' hr.1 hr.2)
      (sq_nonneg ((∑ k, p (x k) / q (x k)) / N - 1))
    rw [← hA]
    generalize (∑ k, p (x k) / q (x k)) / (N : ℝ) = b at *
    generalize estimator p q f x = r at *
    nlinarith [hr2, sq_nonneg ((r * b - ∑ i, p i * f i) + r * (b - 1))]
  have fin : ∀ R V m n : ℝ, 0 ≤ n → V ≤ M ^ 2 * R →
      2 * M ^ 2 * ((R - 1 ^ 2) / n) + 2 * ((V - m ^ 2) / n) ≤ 4 * M ^ 2 / n * R := by
    intro R V m n hn hV
    have h0 : 0 ≤ (2 * M ^ 2 + 2 * (M ^ 2 * R - V) + 2 * m ^ 2) / n :=
      div_nonneg (by nlinarith [sq_nonneg M, sq_nonneg m]) hn
    have e : 4 * M ^ 2 / n * R - (2 * M ^ 2 * ((R - 1 ^ 2) / n) + 2 * ((V - m ^ 2) / n)) =
        (2 * M ^ 2 + 2 * (M ^ 2 * R - V) + 2 * m ^ 2) / n := by ring
    linarith
  -- average the pointwise bound over all samples
  have mono : expect q (fun x : Fin N → ι => (estimator p q f x - ∑ i, p i * f i) ^ 2) ≤
      expect q (fun x : Fin N → ι =>
        2 * M ^ 2 * ((∑ k, p (x k) / q (x k)) / N - 1) ^ 2 +
        2 * ((∑ k, p (x k) / q (x k) * f (x k)) / N - ∑ i, p i * f i) ^ 2) := by
    unfold expect
    refine Finset.sum_le_sum fun x _ => ?_
    exact mul_le_mul_of_nonneg_left (key x) (Finset.prod_nonneg fun k _ => (hq (x k)).le)
  refine mono.trans ?_
  rw [expect_linear, h1, h2]
  exact fin _ _ _ _ (Nat.cast_nonneg N) e4
```

For a single draw the weight cancels and $r=f_{x_0}$, whatever $p$ is. The bound is then $4M^2R$ with $R\ge1$, which is no better than the obvious $|r-\mu|\le2M$. It improves on that only once $N>R$.

The draws are assumed independent. Successive states of a Markov chain are in general correlated, and the bound can then fail. In the extreme case where all draws repeat the first one, $r=f_{x_0}$ for every $N$, and the mean squared error does not decrease with $N$.

## (g) Unnormalized target weights

Show that for any real $c\ne0$, replacing $p$ by $cp$ leaves $r(x)$ unchanged.

**Solution.** Numerator and denominator both acquire the factor $c$, which cancels.

```lean
omit [Fintype ι] in
/-- Multiplying the target weights by a nonzero constant leaves the estimator unchanged. -/
theorem estimator_scale {c : ℝ} (hc : c ≠ 0) (p q f : ι → ℝ) (x : Fin N → ι) :
    estimator (fun i => c * p i) q f x = estimator p q f x := by
  have a : ∑ k, c * p (x k) / q (x k) * f (x k) =
      c * ∑ k, p (x k) / q (x k) * f (x k) := by
    rw [Finset.mul_sum]
    exact Finset.sum_congr rfl fun k _ => by ring
  have b : ∑ k, c * p (x k) / q (x k) = c * ∑ k, p (x k) / q (x k) := by
    rw [Finset.mul_sum]
    exact Finset.sum_congr rfl fun k _ => by ring
  unfold estimator
  rw [a, b, mul_div_mul_left _ _ hc]

end

end SelfNormalizedSampling
```

For a system with finitely many states $i$, of energies $E_i$, suppose that independent states are drawn at inverse temperature $\beta_0$ and averages are wanted at $\beta$. Each draw gets the weight $e^{-(\beta-\beta_0)E_i}$, and neither partition function is needed to compute $r$. With $Z(\beta)=\sum_i e^{-\beta E_i}$, the sum in (f) becomes
$$R=\frac{Z(\beta_0)\,Z(2\beta-\beta_0)}{Z(\beta)^2},$$
which equals 1 at $\beta=\beta_0$, where $r$ is the plain average of $f$ over the draws.

```lean
#print axioms SelfNormalizedSampling.mean_squared_error_le
#print axioms SelfNormalizedSampling.estimator_scale
```

```
'SelfNormalizedSampling.mean_squared_error_le' depends on axioms: [propext, Classical.choice, Quot.sound]
'SelfNormalizedSampling.estimator_scale' depends on axioms: [propext, Classical.choice, Quot.sound]
```
